# In an orthonormal basis, two mutually uncoupled ghost functions above a level lower it by less than the sum of their separate lowerings, at fourth order in the coupling

Let an own level at energy 0 couple with strengths $t h_1$ and $t h_2$ to two ghost functions of energies $g_1, g_2 > 0$. All three functions are orthonormal, and the ghosts do not couple to each other. Write $d(\text{both})$, $d(1)$ and $d(2)$ for the amounts by which the lowest eigenvalue falls below 0 with both ghosts, with ghost 1 alone and with ghost 2 alone. Then

$$\lim_{t\to 0,\ t\neq 0}\frac{d(\text{both})-d(1)-d(2)}{t^4} = -\frac{h_1^2h_2^2\,(g_1+g_2)}{g_1^2g_2^2}.$$

If both $h_1$ and $h_2$ are nonzero, the limit is negative, so for small nonzero $t$ the joint lowering is smaller than the sum of the separate ones. Ghost functions are basis functions of neighbouring fragments, used without the nuclei and electrons of those fragments. The lowering that they cause is the basis set superposition error (BSSE) of the fragment. If the two ghosts belong to different neighbours, the BSSE in this non-interacting model with one own function is therefore not the sum of the errors that each neighbour causes alone, and the deviation starts at fourth order in the coupling.

## The own function and its ghosts

The derivation treats any finite set of ghosts, labelled by $k$ in a finite type `ι`; two ghosts are a special case. All ghost energies are assumed positive, $g_k>0$, in the results below.

```lean
import Mathlib

open Matrix Filter Topology

namespace GhostNonadditivity

noncomputable section

variable {ι : Type*} [Fintype ι] [DecidableEq ι]
```

With couplings $c_k$, the Hamiltonian has the elements

$$H_{00}=0,\qquad H_{0k}=H_{k0}=c_k,\qquad H_{jk}=g_k\,\delta_{jk}.$$

In Lean the basis is indexed by `Option ι`: `none` is the own function, written 0 in the formulas, and `some k` is ghost $k$. The zeros between different ghosts express that they are uncoupled.

```lean
/-- The Hamiltonian of an own function of energy 0 (index `none`) coupled by `c k` to
orthonormal, mutually uncoupled ghost functions of energies `g k`. -/
def ghostHamiltonian (g c : ι → ℝ) : Matrix (Option ι) (Option ι) ℝ :=
  Matrix.of fun i j => match i, j with
    | none, none => 0
    | none, some k => c k
    | some k, none => c k
    | some j, some k => if j = k then g j else 0
```

An energy is a real number $E$ for which $Hv=Ev$ has a solution $v\neq 0$. This is the ordinary eigenvalue equation, with no overlap matrix, and that is where orthonormality enters.

```lean
/-- The energies of a real Hamiltonian matrix: its eigenvalues with nonzero eigenvectors. -/
def energies {n : Type*} [Fintype n] (H : Matrix n n ℝ) : Set ℝ :=
  {E | ∃ v : n → ℝ, v ≠ 0 ∧ H *ᵥ v = E • v}
```

The lowering is $d=-E_{\min}$, measured from the own level at 0. The definition uses the infimum of the set of energies; `lowering_spec` below shows that this infimum is an attained lowest eigenvalue.

```lean
/-- The lowering of the ground-state energy below the own level 0 caused by the ghosts. -/
def lowering (g c : ι → ℝ) : ℝ := -sInf (energies (ghostHamiltonian g c))
```

## The secular equation and the lowest eigenvalue

Written by components, $Hv=Ev$ reads

$$\sum_k c_k v_k = E v_0,\qquad c_k v_0+g_k v_k=E v_k \quad\text{for every } k.$$

The proof splits the vector equation into its `none` and `some k` components and expands the matrix product.

```lean
/-- The eigenvalue equation, written out for the own amplitude and each ghost amplitude. -/
theorem eigen_iff (g c : ι → ℝ) (v : Option ι → ℝ) (E : ℝ) :
    ghostHamiltonian g c *ᵥ v = E • v ↔
      ∑ k, c k * v (some k) = E * v none ∧
        ∀ k, c k * v none + g k * v (some k) = E * v (some k) := by
  rw [funext_iff, Option.forall]
  simp [Matrix.mulVec, dotProduct, Fintype.sum_option, ghostHamiltonian]
```

Suppose that $d\ge 0$ solves the secular equation

$$d=\sum_k\frac{c_k^2}{g_k+d}.$$

Then $-d$ is an eigenvalue. Take $v_0=1$ and $v_k=-c_k/(g_k+d)$. The own row gives $\sum_k c_kv_k=-d$, and each ghost row gives $c_k+(g_k+d)v_k=0$. This vector is not normalised; after normalisation the own function has the weight $\bigl(1+\sum_k c_k^2/(g_k+d)^2\bigr)^{-1}$.

Nothing lies lower. If $E<-d$ were an eigenvalue, then $g_k-E>0$, and the ghost rows would give $v_k=-c_kv_0/(g_k-E)$. Here $v_0\neq 0$, since otherwise the whole vector would vanish. Substituting into the own row and dividing by $v_0$,

$$-E=\sum_k\frac{c_k^2}{g_k-E}\le\sum_k\frac{c_k^2}{g_k+d}=d,$$

because $g_k-E>g_k+d$. This contradicts $-E>d$. The two halves of the argument are the two branches of the Lean proof, and `IsLeast` states both that $-d$ is an energy and that no energy is smaller.

```lean
/-- For positive ghost energies, a nonnegative solution `d` of the secular equation gives the lowest
energy `-d`. -/
theorem isLeast_of_secular {g c : ι → ℝ} (hg : ∀ k, 0 < g k) {d : ℝ} (hd : 0 ≤ d)
    (h : d = ∑ k, c k ^ 2 / (g k + d)) :
    IsLeast (energies (ghostHamiltonian g c)) (-d) := by
  constructor
  · -- the explicit ground state
    refine ⟨fun i => i.elim 1 (fun k => -c k / (g k + d)), fun h0 => ?_, ?_⟩
    · have := congrFun h0 none
      simp at this
    · rw [eigen_iff]
      simp only [Option.elim_none, Option.elim_some]
      constructor
      · have e : ∑ k, c k * (-c k / (g k + d)) = -∑ k, c k ^ 2 / (g k + d) := by
          rw [← Finset.sum_neg_distrib]
          exact Finset.sum_congr rfl fun k _ => by ring
        linarith
      · intro k
        have hk : g k + d ≠ 0 := (add_pos_of_pos_of_nonneg (hg k) hd).ne'
        have e : c k / (g k + d) * (g k + d) = c k := div_mul_cancel₀ _ hk
        linear_combination (-1 : ℝ) * e
  · -- a lower energy would violate the secular equation
    rintro E ⟨v, hv, hE⟩
    rw [eigen_iff] at hE
    obtain ⟨h0, hk⟩ := hE
    by_contra hlt
    have hlt' : E < -d := not_le.mp hlt
    have pos : ∀ k, 0 < g k - E := fun k => by linarith [hg k]
    have hvk : ∀ k, v (some k) = -(c k * v none) / (g k - E) := fun k => by
      rw [eq_div_iff (pos k).ne']
      linear_combination hk k
    have hv0 : v none ≠ 0 := by
      intro hz
      apply hv
      funext i
      cases i with
      | none => exact hz
      | some k => rw [hvk k, hz]; simp
    have hs : -E = ∑ k, c k ^ 2 / (g k - E) := by
      apply mul_right_cancel₀ hv0
      rw [Finset.sum_mul]
      calc -E * v none = -∑ k, c k * v (some k) := by rw [h0]; ring
        _ = ∑ k, c k ^ 2 / (g k - E) * v none := by
          rw [← Finset.sum_neg_distrib]
          exact Finset.sum_congr rfl fun k _ => by rw [hvk k]; ring
    have hle : ∑ k, c k ^ 2 / (g k - E) ≤ ∑ k, c k ^ 2 / (g k + d) :=
      Finset.sum_le_sum fun k _ => div_le_div_of_nonneg_left (sq_nonneg _)
        (by linarith [hg k]) (by linarith)
    linarith
```

A nonnegative root always exists. Let $M=\sum_k c_k^2/g_k$, the second-order estimate of the lowering, and $f(x)=x-\sum_k c_k^2/(g_k+x)$. On $[0,M]$ the function $f$ is continuous, since the denominators stay positive. At the ends,

$$f(0)=-M\le 0,\qquad f(M)=M-\sum_k\frac{c_k^2}{g_k+M}\ge 0,$$

so the intermediate value theorem gives a root. By the previous step its negative is the lowest energy, which identifies the root with `lowering g c`.

```lean
/-- For positive ghost energies, the lowering is nonnegative, solves the secular equation, and its
negative is the lowest energy of the Hamiltonian. -/
theorem lowering_spec {g : ι → ℝ} (hg : ∀ k, 0 < g k) (c : ι → ℝ) :
    0 ≤ lowering g c ∧ lowering g c = ∑ k, c k ^ 2 / (g k + lowering g c) ∧
      IsLeast (energies (ghostHamiltonian g c)) (-lowering g c) := by
  have hM : 0 ≤ ∑ k, c k ^ 2 / g k :=
    Finset.sum_nonneg fun k _ => div_nonneg (sq_nonneg _) (hg k).le
  -- a root lies between 0 and the second-order estimate
  have hcont : ContinuousOn (fun x : ℝ => x - ∑ k, c k ^ 2 / (g k + x))
      (Set.Icc 0 (∑ k, c k ^ 2 / g k)) :=
    continuousOn_id.sub (continuousOn_finsetSum _ fun k _ =>
      continuousOn_const.div (continuousOn_const.add continuousOn_id)
        fun x hx => (add_pos_of_pos_of_nonneg (hg k) hx.1).ne')
  have hlow : 0 - ∑ k, c k ^ 2 / (g k + 0) ≤ 0 := by
    simp only [add_zero]
    linarith
  have hup : 0 ≤ (∑ k, c k ^ 2 / g k) - ∑ k, c k ^ 2 / (g k + ∑ j, c j ^ 2 / g j) :=
    sub_nonneg.mpr (Finset.sum_le_sum fun k _ =>
      div_le_div_of_nonneg_left (sq_nonneg _) (hg k) (by linarith))
  obtain ⟨d, hd, hd0⟩ := intermediate_value_Icc hM hcont ⟨hlow, hup⟩
  have hsec : d = ∑ k, c k ^ 2 / (g k + d) := sub_eq_zero.mp hd0
  have hl := isLeast_of_secular hg hd.1 hsec
  have e : lowering g c = d := by rw [lowering, hl.csInf_eq, neg_neg]
  rw [e]
  exact ⟨hd.1, hsec, hl⟩
```

## The fourth-order coefficient

Now set $c_k=t h_k$ and write $d(t)$ for the lowering. With

$$S(t)=\sum_k\frac{h_k^2}{g_k+d(t)},\qquad R(t)=\sum_k\frac{h_k^2}{g_k\,(g_k+d(t))},$$

the secular equation is $d(t)=t^2S(t)$. For each ghost,

$$\frac{1}{g_k+d}-\frac{1}{g_k}=-\frac{d}{g_k(g_k+d)},$$

and therefore $S(t)-\sum_k h_k^2/g_k=-d(t)R(t)$. Inserting the secular equation into itself gives

$$d(t)-t^2\sum_k\frac{h_k^2}{g_k}=-t^2d(t)R(t)=-t^4S(t)R(t).$$

This is an exact identity, not a truncated series. Since $0\le d(t)\le t^2\sum_k h_k^2/g_k$, the lowering tends to 0 with $t$, and both sums converge to their values at $d=0$:

$$\frac{d(t)-t^2\sum_k h_k^2/g_k}{t^4}\longrightarrow-\Bigl(\sum_k\frac{h_k^2}{g_k}\Bigr)\Bigl(\sum_k\frac{h_k^2}{g_k^2}\Bigr).$$

In the code, `squeeze_zero` supplies the limit of $d(t)$, `l1` and `l2` are the limits of $S$ and $R$, and `diff` is the difference formula for $S$. The final `linear_combination` assembles the exact identity. The filter `𝓝[≠] 0` means that $t$ approaches 0 through nonzero values of either sign.

```lean
/-- For positive ghost energies, after removal of its second-order part, the lowering divided by `t
^ 4` tends to `-(∑ h²/g) (∑ h²/g²)` as the nonzero coupling scale `t` tends to 0. -/
theorem lowering_fourth_order {g : ι → ℝ} (hg : ∀ k, 0 < g k) (h : ι → ℝ) :
    Tendsto (fun t : ℝ => (lowering g (fun k => t * h k) - t ^ 2 * ∑ k, h k ^ 2 / g k) / t ^ 4)
      (𝓝[≠] 0) (𝓝 (-((∑ k, h k ^ 2 / g k) * ∑ k, h k ^ 2 / g k ^ 2))) := by
  obtain ⟨d, hdt⟩ : ∃ d : ℝ → ℝ, ∀ t, lowering g (fun k => t * h k) = d t := ⟨_, fun _ => rfl⟩
  have h0 : ∀ t, 0 ≤ d t := fun t => hdt t ▸ (lowering_spec hg _).1
  have hs : ∀ t, d t = t ^ 2 * ∑ k, h k ^ 2 / (g k + d t) := fun t => by
    have e := (lowering_spec hg (fun k => t * h k)).2.1
    rw [hdt t] at e
    refine e.trans ?_
    rw [Finset.mul_sum]
    exact Finset.sum_congr rfl fun k _ => by ring
  simp only [hdt]
  -- the lowering vanishes with the coupling
  have hle : ∀ t, d t ≤ t ^ 2 * ∑ k, h k ^ 2 / g k := fun t =>
    (hs t).le.trans (mul_le_mul_of_nonneg_left (Finset.sum_le_sum fun k _ =>
      div_le_div_of_nonneg_left (sq_nonneg _) (hg k) (by linarith [h0 t])) (sq_nonneg t))
  have hq : Tendsto (fun t : ℝ => t ^ 2 * ∑ k, h k ^ 2 / g k) (𝓝 0) (𝓝 0) := by
    have hc : Continuous (fun t : ℝ => t ^ 2 * ∑ k, h k ^ 2 / g k) := by fun_prop
    simpa using hc.tendsto 0
  have lim0 : Tendsto d (𝓝[≠] 0) (𝓝 0) :=
    squeeze_zero h0 hle (hq.mono_left nhdsWithin_le_nhds)
  have hgk : ∀ k, Tendsto (fun t => g k + d t) (𝓝[≠] 0) (𝓝 (g k)) := fun k => by
    simpa using lim0.const_add (g k)
  have l1 : Tendsto (fun t => ∑ k, h k ^ 2 / (g k + d t)) (𝓝[≠] 0)
      (𝓝 (∑ k, h k ^ 2 / g k)) :=
    tendsto_finsetSum _ fun k _ => tendsto_const_nhds.div (hgk k) (hg k).ne'
  have l2 : Tendsto (fun t => ∑ k, h k ^ 2 / (g k * (g k + d t))) (𝓝[≠] 0)
      (𝓝 (∑ k, h k ^ 2 / (g k * g k))) :=
    tendsto_finsetSum _ fun k _ => tendsto_const_nhds.div ((hgk k).const_mul (g k))
      (mul_pos (hg k) (hg k)).ne'
  have e2 : ∀ k, h k ^ 2 / g k ^ 2 = h k ^ 2 / (g k * g k) := fun k => by rw [sq (g k)]
  simp only [e2]
  have l3 : Tendsto (fun t => -((∑ k, h k ^ 2 / (g k + d t)) *
      ∑ k, h k ^ 2 / (g k * (g k + d t)))) (𝓝[≠] 0)
      (𝓝 (-((∑ k, h k ^ 2 / g k) * ∑ k, h k ^ 2 / (g k * g k)))) := (l1.mul l2).neg
  refine l3.congr' ?_
  filter_upwards [self_mem_nhdsWithin] with t ht
  have ht' : t ≠ 0 := ht
  -- insert the secular equation into itself
  have diff : (∑ k, h k ^ 2 / (g k + d t)) - ∑ k, h k ^ 2 / g k =
      -(d t * ∑ k, h k ^ 2 / (g k * (g k + d t))) := by
    rw [← Finset.sum_sub_distrib, Finset.mul_sum, ← Finset.sum_neg_distrib]
    refine Finset.sum_congr rfl fun k _ => ?_
    have a : g k ≠ 0 := (hg k).ne'
    have b : g k + d t ≠ 0 := (add_pos_of_pos_of_nonneg (hg k) (h0 t)).ne'
    field_simp
    ring
  rw [eq_div_iff (pow_ne_zero 4 ht')]
  linear_combination (t ^ 2 * (∑ k, h k ^ 2 / (g k * (g k + d t))) - 1) * hs t - t ^ 2 * diff
```

## Only the cross terms survive

For ghost $k$ alone the same expansion has the second-order term $t^2h_k^2/g_k$ and the fourth-order coefficient $-h_k^4/g_k^3$. Subtracting all single-ghost lowerings from the joint one cancels the second-order terms. It also removes the diagonal part of the product of sums, leaving

$$-\sum_j\sum_{k\neq j}\frac{h_j^2h_k^2}{g_j g_k^2}.$$

Multiplied by $t^4$, each term of the double sum is the product of the second-order lowering $t^2h_j^2/g_j$ due to one ghost and the weight $t^2h_k^2/g_k^2$ that another ghost takes from the own function at leading order.

A single ghost is modelled on the one-element type `Unit`, so the separate lowerings come from separate $2\times2$ Hamiltonians. In the proof, `one` is the single-ghost expansion, and `e1` and `e` carry out the cancellation of the diagonal.

```lean
/-- For any finite set of ghosts of positive energy, the joint lowering minus the sum of the
single-ghost lowerings, divided by `t ^ 4`, tends to minus a sum over pairs of distinct ghosts. -/
theorem nonadditivity_many {g : ι → ℝ} (hg : ∀ k, 0 < g k) (h : ι → ℝ) :
    Tendsto (fun t : ℝ => (lowering g (fun k => t * h k) -
        ∑ k, lowering (fun _ : Unit => g k) (fun _ => t * h k)) / t ^ 4) (𝓝[≠] 0)
      (𝓝 (-∑ j, ∑ k ∈ Finset.univ.erase j, h j ^ 2 * h k ^ 2 / (g j * g k ^ 2))) := by
  have one : ∀ k, Tendsto (fun t : ℝ => (lowering (fun _ : Unit => g k) (fun _ => t * h k) -
      t ^ 2 * (h k ^ 2 / g k)) / t ^ 4) (𝓝[≠] 0)
      (𝓝 (-(h k ^ 2 / g k * (h k ^ 2 / g k ^ 2)))) := fun k => by
    simpa only [Finset.univ_unique, Finset.sum_singleton] using
      lowering_fourth_order (g := fun _ : Unit => g k) (fun _ => hg k) (fun _ => h k)
  have H := (lowering_fourth_order hg h).sub (tendsto_finsetSum Finset.univ fun k _ => one k)
  -- the diagonal terms cancel
  have e1 : ∀ j, ∑ k ∈ Finset.univ.erase j, h j ^ 2 * h k ^ 2 / (g j * g k ^ 2) =
      h j ^ 2 / g j * (∑ k, h k ^ 2 / g k ^ 2) - h j ^ 2 / g j * (h j ^ 2 / g j ^ 2) := by
    intro j
    rw [Finset.sum_erase_eq_sub (Finset.mem_univ j), Finset.mul_sum]
    congr 1
    · exact Finset.sum_congr rfl fun k _ => by ring
    · ring
  have e : -∑ j, ∑ k ∈ Finset.univ.erase j, h j ^ 2 * h k ^ 2 / (g j * g k ^ 2) =
      -((∑ k, h k ^ 2 / g k) * ∑ k, h k ^ 2 / g k ^ 2) -
        ∑ k, -(h k ^ 2 / g k * (h k ^ 2 / g k ^ 2)) := by
    simp only [e1]
    rw [Finset.sum_sub_distrib, ← Finset.sum_mul, Finset.sum_neg_distrib]
    ring
  rw [e]
  refine H.congr fun t => ?_
  rw [← Finset.sum_div, Finset.sum_sub_distrib, ← Finset.mul_sum]
  ring
```

For two ghosts the double sum has two terms:

$$\frac{h_1^2h_2^2}{g_1g_2^2}+\frac{h_2^2h_1^2}{g_2g_1^2}=\frac{h_1^2h_2^2(g_1+g_2)}{g_1^2g_2^2}.$$

The last theorem states the limit announced at the start. Its hypotheses are `0 < g₁` and `0 < g₂`; the real numbers $h_1$ and $h_2$ are arbitrary. The positive energies say that the ghost functions lie above the own level, which is an assumption of the model. The lists `![g₁, g₂]` and `![t * h₁, t * h₂]` are indexed by `Fin 2`, so ghosts 1 and 2 carry the Lean indices 0 and 1.

```lean
/-- For two ghosts of positive energy, the joint lowering minus the two separate lowerings, divided
by `t ^ 4`, tends to `-h₁² h₂² (g₁ + g₂) / (g₁² g₂²)` as nonzero `t` tends to 0. -/
theorem nonadditivity_two {g₁ g₂ : ℝ} (hg₁ : 0 < g₁) (hg₂ : 0 < g₂) (h₁ h₂ : ℝ) :
    Tendsto (fun t : ℝ => (lowering ![g₁, g₂] ![t * h₁, t * h₂] -
        lowering (fun _ : Unit => g₁) (fun _ => t * h₁) -
        lowering (fun _ : Unit => g₂) (fun _ => t * h₂)) / t ^ 4) (𝓝[≠] 0)
      (𝓝 (-(h₁ ^ 2 * h₂ ^ 2 * (g₁ + g₂) / (g₁ ^ 2 * g₂ ^ 2)))) := by
  have hg : ∀ k, 0 < (![g₁, g₂] : Fin 2 → ℝ) k := by
    intro k
    fin_cases k
    · exact hg₁
    · exact hg₂
  have H := nonadditivity_many hg ![h₁, h₂]
  have v : ∀ t : ℝ, (fun k => t * (![h₁, h₂] : Fin 2 → ℝ) k) = ![t * h₁, t * h₂] := by
    intro t
    funext k
    fin_cases k <;> rfl
  have a0 : (Finset.univ : Finset (Fin 2)).erase 0 = {1} := by decide
  have a1 : (Finset.univ : Finset (Fin 2)).erase 1 = {0} := by decide
  simp only [v, Fin.sum_univ_two, a0, a1, Finset.sum_singleton, Matrix.cons_val_zero,
    Matrix.cons_val_one] at H
  have e : -(h₁ ^ 2 * h₂ ^ 2 * (g₁ + g₂) / (g₁ ^ 2 * g₂ ^ 2)) =
      -(h₁ ^ 2 * h₂ ^ 2 / (g₁ * g₂ ^ 2) + h₂ ^ 2 * h₁ ^ 2 / (g₂ * g₁ ^ 2)) := by
    have n₁ := hg₁.ne'
    have n₂ := hg₂.ne'
    field_simp
  rw [e]
  exact H.congr fun t => by ring

end

end GhostNonadditivity
```

```lean
#print axioms GhostNonadditivity.lowering_fourth_order
#print axioms GhostNonadditivity.nonadditivity_two
```

```
'GhostNonadditivity.lowering_fourth_order' depends on axioms: [propext, Classical.choice, Quot.sound]
'GhostNonadditivity.nonadditivity_two' depends on axioms: [propext, Classical.choice, Quot.sound]
```

The model has one own function and no electron interaction. It also leaves out overlap between functions and coupling between ghosts, both of which are generally present in atom-centred basis sets. A fixed coupling between the ghosts can make the difference nonzero already at second order in $t$, and with either sign.

## Ghosts degenerate with the own level

Positivity of the ghost energies matters. Take $g_1=g_2=0$ and $h_1=h_2=1$. One ghost then lowers the level by $|t|$, and both together by $\sqrt2\,|t|$. The quotient becomes

$$\frac{(\sqrt2-2)\,|t|}{t^4},$$

which tends to $-\infty$. The lowering is now linear in the coupling, and no fourth-order limit exists.

## The same difference in a trimer calculation

For a trimer ABC, keep all positions as they are in the trimer and compute the energy of fragment A in its own basis, with the ghost functions of B, with those of C, and with both sets. With the basis given in brackets, the nonadditivity of the lowering is

$$d(\text{both})-d(\text{B})-d(\text{C})=E_A[AB]+E_A[AC]-E_A[A]-E_A[ABC].$$

In the model, $g_1=g_2=h_1=h_2=1$ and $t=0.1$ give separate lowerings of $0.009902$ each and a joint lowering of $0.019615$. The difference divided by $t^4$ is about $-1.89$, against the limit $-2$. Here the difference is much smaller than the lowerings themselves. When that happens in a calculation, the numerical error left in the combination of the four energies has to be small compared with the difference, not only with the lowerings.
